# No states with |E| < c − 2 in an open Qi-Wu-Zhang lattice with masses |u(x)| ≥ c

With energies in units of the hopping scale, the Qi-Wu-Zhang (QWZ) model with uniform mass u has the Bloch Hamiltonian

H(k) = −sin k₁ σx − sin k₂ σy + (u + cos k₁ + cos k₂) σz.

Take this model on any finite set Λ of sites of ℤ² with open boundaries, and let the mass be a real number u(x) on each site, with |u(x)| ≥ c. Then every state ψ obeys

‖Hψ‖ ≥ (c − 2) ‖ψ‖.

For c > 2 this leaves an energy window |E| < c − 2 without eigenstates, and so without edge states, whatever the shape of the boundary.

The physical question is whether cutting a crystal puts states into its bulk gap. For a uniform mass u with |u| > 2, the Bloch bands of the infinite lattice have smallest |E| equal to |u| − 2. The bound shows that, in this non-interacting two-orbital model, a cut adds nothing inside that gap. The Bloch result is background and is not used below.

```lean
import Mathlib

open Matrix
open scoped Kronecker

noncomputable section

namespace QWZOpenBoundary
```

## Two orbitals and the hopping matrices

Each site carries two orbitals, treated as a pseudospin on which the Pauli matrices act.

```lean
/-- The Pauli matrix `σx`. -/
def σx : Matrix (Fin 2) (Fin 2) ℂ := !![0, 1; 1, 0]

/-- The Pauli matrix `σy`. -/
def σy : Matrix (Fin 2) (Fin 2) ℂ := !![0, -Complex.I; Complex.I, 0]

/-- The Pauli matrix `σz`. -/
def σz : Matrix (Fin 2) (Fin 2) ℂ := !![1, 0; 0, -1]
```

The hopping matrices are T = (σz − iσx)/2 along the first axis and T = (σz − iσy)/2 along the second. Both have the form (a − ib)/2.

```lean
/-- The spin part `(a - i b)/2` of a hopping term. -/
def spinHop (a b : Matrix (Fin 2) (Fin 2) ℂ) : Matrix (Fin 2) (Fin 2) ℂ :=
  (1 / 2 : ℂ) • (a - Complex.I • b)
```

## Cutting the lattice

Let e be a lattice step. The truncated translation S acts as

(Sψ)(x) = ψ(x − e) if x − e lies in Λ, and 0 otherwise.

The matrix entry at (x, y) is therefore 1 exactly when x = y + e. Both indices run over Λ, which is what makes the boundary open.

```lean
/-- Translation by `e` on the finite region `Λ`; moves that would leave `Λ` are cut off. -/
def shift (Λ : Finset (ℤ × ℤ)) (e : ℤ × ℤ) : Matrix Λ Λ ℂ :=
  Matrix.of fun x y => if (x : ℤ × ℤ) = (y : ℤ × ℤ) + e then 1 else 0
```

One direction of hopping contributes S ⊗ T plus its adjoint, written † here and `ᴴ` in Lean.

```lean
/-- Hopping by `e` with spin matrix `T`, together with its adjoint. -/
def hopping (Λ : Finset (ℤ × ℤ)) (e : ℤ × ℤ) (T : Matrix (Fin 2) (Fin 2) ℂ) :
    Matrix (Λ × Fin 2) (Λ × Fin 2) ℂ :=
  shift Λ e ⊗ₖ T + (shift Λ e ⊗ₖ T)ᴴ
```

The mass term is u(x)σz. It splits the two orbitals of a site by 2|u(x)|, and u may change in size and sign from site to site.

```lean
/-- The on-site mass term `u(x) σz`. -/
def massTerm {Λ : Finset (ℤ × ℤ)} (u : Λ → ℝ) : Matrix (Λ × Fin 2) (Λ × Fin 2) ℂ :=
  Matrix.diagonal (fun x => (u x : ℂ)) ⊗ₖ σz
```

The Hamiltonian is the sum of two hoppings and the mass, with energies in units of the hopping scale. On plane waves exp(ik·x) these conventions give −sin k in front of σx and σy, where many texts have +sin k; reversing k relates the two.

```lean
/-- The Qi-Wu-Zhang Hamiltonian on `Λ` with open boundaries and site-dependent mass. -/
def qwz {Λ : Finset (ℤ × ℤ)} (u : Λ → ℝ) : Matrix (Λ × Fin 2) (Λ × Fin 2) ℂ :=
  hopping Λ (1, 0) (spinHop σz σx) + hopping Λ (0, 1) (spinHop σz σy) + massTerm u
```

A state is a function `ψ : Λ × Fin 2 → ℂ`, not assumed normalised. Its length is the usual Hilbert-space norm; for a normalised state the bound reads ‖Hψ‖ ≥ c − 2.

```lean
/-- The Hilbert-space norm of a state given by its amplitudes. -/
def stateNorm {ι : Type*} [Fintype ι] (v : ι → ℂ) : ℝ :=
  ‖(WithLp.toLp 2 v : EuclideanSpace ℂ ι)‖
```

## Algebra of one hopping matrix

The Pauli matrices are Hermitian and square to one, and σz anticommutes with σx and σy. Lean checks this entry by entry.

```lean
/-- The Pauli matrices are Hermitian, square to one, and `σz` anticommutes with `σx` and `σy`. -/
theorem pauli_witness :
    (σxᴴ = σx ∧ σyᴴ = σy ∧ σzᴴ = σz) ∧ (σx * σx = 1 ∧ σy * σy = 1 ∧ σz * σz = 1) ∧
      σz * σx + σx * σz = 0 ∧ σz * σy + σy * σz = 0 := by
  refine ⟨⟨?_, ?_, ?_⟩, ⟨?_, ?_, ?_⟩, ?_, ?_⟩ <;> ext i j <;> fin_cases i <;> fin_cases j <;>
    simp [σx, σy, σz, Matrix.mul_apply, Fin.sum_univ_two, Matrix.conjTranspose_apply]
```

Let a and b be Hermitian with a² = b² = 1 and ab + ba = 0. Then T† = (a + ib)/2, and

T² = (a² − i(ab + ba) − b²)/4 = (1 − 0 − 1)/4 = 0.

For the other two products,

TT† = (a² + iab − iba + b²)/4

T†T = (a² − iab + iba + b²)/4

TT† + T†T = (a² + b²)/2 = 1.

In the proof, `module` collects the coefficients after the products are expanded, and the Pauli relations are then substituted.

```lean
/-- For anticommuting Hermitian `a`, `b` with square one, `T = (a - i b)/2` obeys
`T² = 0` and `T T† + T† T = 1`. -/
theorem spinHop_relations {a b : Matrix (Fin 2) (Fin 2) ℂ} (ha : aᴴ = a) (hb : bᴴ = b)
    (haa : a * a = 1) (hbb : b * b = 1) (hab : a * b + b * a = 0) :
    spinHop a b * spinHop a b = 0 ∧
      spinHop a b * (spinHop a b)ᴴ + (spinHop a b)ᴴ * spinHop a b = 1 := by
  have h2 : star (1 / 2 : ℂ) = 1 / 2 := by simp
  have hI : star Complex.I = -Complex.I := Complex.conj_I
  have hadj : (spinHop a b)ᴴ = (1 / 2 : ℂ) • (a + Complex.I • b) := by
    rw [spinHop, conjTranspose_smul, conjTranspose_sub, conjTranspose_smul, ha, hb, h2, hI]
    module
  constructor
  · have h : spinHop a b * spinHop a b = (1 / 4 : ℂ) • (a * a)
        - (Complex.I / 4) • (a * b + b * a) + (Complex.I * Complex.I / 4) • (b * b) := by
      simp only [spinHop, Matrix.smul_mul, Matrix.mul_smul, Matrix.sub_mul, Matrix.mul_sub]
      module
    rw [h, haa, hbb, hab, Complex.I_mul_I]
    module
  · have h : spinHop a b * (spinHop a b)ᴴ + (spinHop a b)ᴴ * spinHop a b
        = (1 / 2 : ℂ) • (a * a) - (Complex.I * Complex.I / 2) • (b * b) := by
      rw [hadj]
      simp only [spinHop, Matrix.smul_mul, Matrix.mul_smul, Matrix.sub_mul, Matrix.mul_sub,
        Matrix.add_mul, Matrix.mul_add]
      module
    rw [h, haa, hbb, Complex.I_mul_I]
    module
```

## Which sites have a neighbour

Since x = y + e is the same as y = x − e, the adjoint of S is the truncated translation by −e.

```lean
/-- The adjoint of the truncated translation by `e` is the truncated translation by `-e`. -/
theorem shift_adjoint (Λ : Finset (ℤ × ℤ)) (e : ℤ × ℤ) : (shift Λ e)ᴴ = shift Λ (-e) := by
  ext x y
  have h : ((y : ℤ × ℤ) = (x : ℤ × ℤ) + e) ↔ ((x : ℤ × ℤ) = (y : ℤ × ℤ) + -e) :=
    ⟨fun h => by rw [h]; abel, fun h => by rw [h]; abel⟩
  simp only [conjTranspose_apply, shift, Matrix.of_apply, h]
  split_ifs <;> simp
```

In the product

(SS†)(x, z) = Σ_y S(x, y) S(z, y)

only y = x − e can contribute, and it then forces z = x. So SS† is diagonal, with entry 1 where x − e lies in Λ and 0 elsewhere, and it equals its own square. In Lean, `key` is this diagonal form. Replacing e by −e gives the same property for S†S, which marks the sites with x + e in Λ.

```lean
/-- For the truncated translation `S`, the operator `S S†` is idempotent. -/
theorem shift_range_idem (Λ : Finset (ℤ × ℤ)) (e : ℤ × ℤ) :
    shift Λ e * (shift Λ e)ᴴ * (shift Λ e * (shift Λ e)ᴴ) = shift Λ e * (shift Λ e)ᴴ := by
  -- `S S†` is diagonal and marks the sites `x` for which `x - e` is in the region
  have key : shift Λ e * (shift Λ e)ᴴ =
      Matrix.diagonal fun x : Λ => if (x : ℤ × ℤ) - e ∈ Λ then (1 : ℂ) else 0 := by
    ext x z
    rw [Matrix.mul_apply, Matrix.diagonal_apply]
    by_cases h : (x : ℤ × ℤ) - e ∈ Λ
    · rw [Finset.sum_eq_single (⟨(x : ℤ × ℤ) - e, h⟩ : Λ)]
      · by_cases hz : x = z
        · subst hz
          simp [shift, h]
        · simp [shift, hz, Ne.symm hz]
      · intro y _ hy
        have hne : ¬ (x : ℤ × ℤ) = (y : ℤ × ℤ) + e :=
          fun h' => hy (Subtype.ext (eq_sub_of_add_eq h'.symm))
        simp [shift, hne]
      · intro h'
        exact absurd (Finset.mem_univ _) h'
    · rw [Finset.sum_eq_zero]
      · simp [h]
      · intro y _
        have hne : ¬ (x : ℤ × ℤ) = (y : ℤ × ℤ) + e :=
          fun h' => h (by rw [h', add_sub_cancel_right]; exact y.2)
        simp [shift, hne]
  rw [key, Matrix.diagonal_mul_diagonal]
  congr 1
  funext x
  by_cases h : (x : ℤ × ℤ) - e ∈ Λ <;> simp [h]
```

## Hopping along one direction does not lengthen a state

Norms are turned into operator products by

‖Mv‖² = (Mv)†(Mv) = v†M†Mv.

```lean
/-- The squared norm of `M v` equals `v† M† M v`, for any vector `v`. -/
theorem stateNorm_sq_mulVec {ι : Type*} [Fintype ι] (M : Matrix ι ι ℂ) (v : ι → ℂ) :
    ((stateNorm (M *ᵥ v) ^ 2 : ℝ) : ℂ) = star v ⬝ᵥ ((Mᴴ * M) *ᵥ v) := by
  have h : ∀ w : ι → ℂ, ((stateNorm w ^ 2 : ℝ) : ℂ) = star w ⬝ᵥ w := by
    intro w
    rw [stateNorm, EuclideanSpace.norm_sq_eq, Complex.ofReal_sum, dotProduct]
    refine Finset.sum_congr rfl fun i _ => ?_
    rw [Complex.ofReal_pow]
    exact (Complex.conj_mul' _).symm
  rw [h, Matrix.star_mulVec, ← Matrix.dotProduct_mulVec, Matrix.mulVec_mulVec]
```

Write K = S ⊗ T, P = SS† and Q = S†S. Because T² = 0, we have K² = S² ⊗ T² = 0 and likewise (K†)² = 0. Hence

(K + K†)² = KK† + K†K = P ⊗ TT† + Q ⊗ T†T.

At a boundary P or Q is less than the identity. The missing parts come from B = (1 − P) ⊗ T† and C = (1 − Q) ⊗ T. As 1 − P and 1 − Q are projections,

B†B = (1 − P) ⊗ TT†

C†C = (1 − Q) ⊗ T†T.

Adding the three expressions gives

(K + K†)² + B†B + C†C = 1 ⊗ (TT† + T†T) = 1,

and taking this between ψ† and ψ gives

‖(K + K†)ψ‖² + ‖Bψ‖² + ‖Cψ‖² = ‖ψ‖².

Dropping two non-negative terms leaves ‖(K + K†)ψ‖ ≤ ‖ψ‖. The terms dropped measure the orbital combinations at the ends of a row that this hopping cannot reach.

The Lean steps `hA`, `hB` and `hC` are the three products, `hsum` is their sum, and `hsq` is the identity between norms.

```lean
/-- Hopping along one direction never increases the norm, if its spin matrix `T` obeys
`T² = 0` and `T T† + T† T = 1`. -/
theorem hopping_norm_le (Λ : Finset (ℤ × ℤ)) (e : ℤ × ℤ) {T : Matrix (Fin 2) (Fin 2) ℂ}
    (hT : T * T = 0 ∧ T * Tᴴ + Tᴴ * T = 1) (ψ : Λ × Fin 2 → ℂ) :
    stateNorm (hopping Λ e T *ᵥ ψ) ≤ stateNorm ψ := by
  have proj : ∀ P : Matrix Λ Λ ℂ, Pᴴ = P → P * P = P → (1 - P)ᴴ * (1 - P) = 1 - P := by
    intro P h1 h2
    rw [conjTranspose_sub, conjTranspose_one, h1, sub_mul, one_mul, mul_sub, mul_one, h2,
      sub_self, sub_zero]
  have i2 := shift_range_idem Λ (-e)
  rw [← shift_adjoint, conjTranspose_conjTranspose] at i2
  have p1 := proj _ (by rw [conjTranspose_mul, conjTranspose_conjTranspose])
    (shift_range_idem Λ e)
  have p2 := proj _ (by rw [conjTranspose_mul, conjTranspose_conjTranspose]) i2
  unfold hopping
  generalize shift Λ e = S at *
  have hK : (S ⊗ₖ T) * (S ⊗ₖ T) = 0 := by
    rw [← mul_kronecker_mul, hT.1, kronecker_zero]
  have hK' : (S ⊗ₖ T)ᴴ * (S ⊗ₖ T)ᴴ = 0 := by
    rw [← conjTranspose_mul, hK, conjTranspose_zero]
  have hA : (S ⊗ₖ T + (S ⊗ₖ T)ᴴ)ᴴ * (S ⊗ₖ T + (S ⊗ₖ T)ᴴ)
      = (S * Sᴴ) ⊗ₖ (T * Tᴴ) + (Sᴴ * S) ⊗ₖ (Tᴴ * T) := by
    rw [conjTranspose_add, conjTranspose_conjTranspose, add_mul, mul_add, mul_add, hK, hK',
      conjTranspose_kronecker, ← mul_kronecker_mul, ← mul_kronecker_mul]
    abel
  have hB : ((1 - S * Sᴴ) ⊗ₖ Tᴴ)ᴴ * ((1 - S * Sᴴ) ⊗ₖ Tᴴ) = (1 - S * Sᴴ) ⊗ₖ (T * Tᴴ) := by
    rw [conjTranspose_kronecker, ← mul_kronecker_mul, p1, conjTranspose_conjTranspose]
  have hC : ((1 - Sᴴ * S) ⊗ₖ T)ᴴ * ((1 - Sᴴ * S) ⊗ₖ T) = (1 - Sᴴ * S) ⊗ₖ (Tᴴ * T) := by
    rw [conjTranspose_kronecker, ← mul_kronecker_mul, p2]
  -- the hopping and the two missing boundary pieces add up to the identity
  have hsum : (S * Sᴴ) ⊗ₖ (T * Tᴴ) + (Sᴴ * S) ⊗ₖ (Tᴴ * T) + (1 - S * Sᴴ) ⊗ₖ (T * Tᴴ)
      + (1 - Sᴴ * S) ⊗ₖ (Tᴴ * T) = 1 := by
    rw [add_right_comm ((S * Sᴴ) ⊗ₖ (T * Tᴴ)), ← add_kronecker, add_assoc, ← add_kronecker,
      add_sub_cancel, add_sub_cancel, ← kronecker_add, hT.2, one_kronecker_one]
  have h0 := stateNorm_sq_mulVec 1 ψ
  rw [one_mulVec, conjTranspose_one, one_mul, one_mulVec] at h0
  have hsq : stateNorm ((S ⊗ₖ T + (S ⊗ₖ T)ᴴ) *ᵥ ψ) ^ 2
      + stateNorm (((1 - S * Sᴴ) ⊗ₖ Tᴴ) *ᵥ ψ) ^ 2
      + stateNorm (((1 - Sᴴ * S) ⊗ₖ T) *ᵥ ψ) ^ 2 = stateNorm ψ ^ 2 := by
    apply Complex.ofReal_injective
    rw [Complex.ofReal_add, Complex.ofReal_add, stateNorm_sq_mulVec, stateNorm_sq_mulVec,
      stateNorm_sq_mulVec, h0, hA, hB, hC, ← dotProduct_add, ← dotProduct_add,
      ← add_mulVec, ← add_mulVec, hsum, one_mulVec]
  refine (le_abs_self _).trans (abs_le_of_sq_le_sq ?_ (norm_nonneg _))
  linarith [sq_nonneg (stateNorm (((1 - S * Sᴴ) ⊗ₖ Tᴴ) *ᵥ ψ)),
    sq_nonneg (stateNorm (((1 - Sᴴ * S) ⊗ₖ T) *ᵥ ψ))]
```

## The mass outweighs both hoppings

Since σz only changes signs, each amplitude satisfies |(Mψ)(x, s)| = |u(x)| |ψ(x, s)|, where M is now the mass term and s labels the orbital. For c ≥ 0,

‖Mψ‖² = Σ u(x)² |ψ(x, s)|² ≥ c² ‖ψ‖²,

with the sum over x and s. For c < 0 the claim c‖ψ‖ ≤ ‖Mψ‖ is immediate. The proof treats the two cases separately, and `hp` is the amplitude formula.

```lean
/-- If `|u(x)| ≥ c` on every site, the mass term `M` satisfies `‖M ψ‖ ≥ c ‖ψ‖` for every `ψ`. -/
theorem massTerm_norm_ge {Λ : Finset (ℤ × ℤ)} (u : Λ → ℝ) {c : ℝ} (hu : ∀ x, c ≤ |u x|)
    (ψ : Λ × Fin 2 → ℂ) : c * stateNorm ψ ≤ stateNorm (massTerm u *ᵥ ψ) := by
  rcases lt_or_ge c 0 with hc | hc
  · exact (mul_nonpos_of_nonpos_of_nonneg hc.le (norm_nonneg _)).trans (norm_nonneg _)
  have hz : σz = Matrix.diagonal ![1, -1] := by
    ext i j
    fin_cases i <;> fin_cases j <;> simp [σz]
  have hs : ∀ s : Fin 2, ‖(![1, -1] : Fin 2 → ℂ) s‖ = 1 := by
    intro s
    fin_cases s <;> simp
  have hp : ∀ p, ‖(massTerm u *ᵥ ψ) p‖ = |u p.1| * ‖ψ p‖ := by
    intro p
    rw [massTerm, hz, diagonal_kronecker_diagonal, mulVec_diagonal, norm_mul, norm_mul, hs,
      mul_one, Complex.norm_real, Real.norm_eq_abs]
  refine (le_abs_self _).trans (abs_le_of_sq_le_sq ?_ (norm_nonneg _))
  rw [mul_pow, stateNorm, stateNorm, EuclideanSpace.norm_sq_eq, EuclideanSpace.norm_sq_eq,
    Finset.mul_sum]
  refine Finset.sum_le_sum fun p _ => ?_
  change c ^ 2 * ‖ψ p‖ ^ 2 ≤ ‖(massTerm u *ᵥ ψ) p‖ ^ 2
  rw [hp, mul_pow]
  exact mul_le_mul_of_nonneg_right (pow_le_pow_left₀ hc (hu p.1) 2) (sq_nonneg _)
```

H is Hermitian: each hopping is a matrix plus its adjoint, and the masses are real.

```lean
/-- The open-boundary Hamiltonian with real masses is Hermitian. -/
theorem qwz_isHermitian {Λ : Finset (ℤ × ℤ)} (u : Λ → ℝ) : (qwz u).IsHermitian := by
  have hs : star (fun x => (u x : ℂ)) = fun x => (u x : ℂ) :=
    funext fun x => Complex.conj_ofReal _
  have hM : (massTerm u)ᴴ = massTerm u := by
    rw [massTerm, conjTranspose_kronecker, diagonal_conjTranspose, hs, pauli_witness.1.2.2]
  change (qwz u)ᴴ = qwz u
  simp only [qwz, hopping, conjTranspose_add, conjTranspose_conjTranspose, hM]
  abel
```

Call the two hopping terms H₁ and H₂. From Mψ = Hψ − H₁ψ − H₂ψ and the triangle inequality,

c‖ψ‖ ≤ ‖Mψ‖ ≤ ‖Hψ‖ + ‖H₁ψ‖ + ‖H₂ψ‖ ≤ ‖Hψ‖ + 2‖ψ‖.

Subtracting 2‖ψ‖ gives the bound. The hypothesis `hu` says |u(x)| ≥ c on every site of Λ; c > 2 is not required, but for c ≤ 2 the inequality carries no information. In Lean, `tri` is the triangle inequality and `linarith` combines the estimates.

```lean
/-- On any finite region with open boundaries and masses `|u(x)| ≥ c`, every state satisfies
`‖H ψ‖ ≥ (c - 2) ‖ψ‖`. -/
theorem qwz_norm_ge {Λ : Finset (ℤ × ℤ)} (u : Λ → ℝ) {c : ℝ} (hu : ∀ x, c ≤ |u x|)
    (ψ : Λ × Fin 2 → ℂ) : (c - 2) * stateNorm ψ ≤ stateNorm (qwz u *ᵥ ψ) := by
  obtain ⟨⟨hx, hy, hz⟩, ⟨hxx, hyy, hzz⟩, hzx, hzy⟩ := pauli_witness
  have h1 := hopping_norm_le Λ (1, 0) (spinHop_relations hz hx hzz hxx hzx) ψ
  have h2 := hopping_norm_le Λ (0, 1) (spinHop_relations hz hy hzz hyy hzy) ψ
  have h3 := massTerm_norm_ge u hu ψ
  -- reverse triangle inequality for a sum of three vectors
  have tri : ∀ a b d : Λ × Fin 2 → ℂ,
      stateNorm d ≤ stateNorm (a + b + d) + stateNorm a + stateNorm b := by
    intro a b d
    have h : (WithLp.toLp 2 d : EuclideanSpace ℂ (Λ × Fin 2)) =
        WithLp.toLp 2 (a + b + d) - WithLp.toLp 2 a - WithLp.toLp 2 b := by
      ext i
      change d i = a i + b i + d i - a i - b i
      ring
    unfold stateNorm
    calc _ = _ := congrArg norm h
      _ ≤ _ := (norm_sub_le _ _).trans (add_le_add (norm_sub_le _ _) le_rfl)
  have h4 := tri (hopping Λ (1, 0) (spinHop σz σx) *ᵥ ψ)
    (hopping Λ (0, 1) (spinHop σz σy) *ᵥ ψ) (massTerm u *ᵥ ψ)
  rw [← add_mulVec, ← add_mulVec] at h4
  change _ ≤ stateNorm (qwz u *ᵥ ψ) + _ + _ at h4
  linarith
```

## An empty energy window

If Hψ = Eψ, then

|E| ‖ψ‖ = ‖Hψ‖ ≥ (c − 2) ‖ψ‖.

For ψ ≠ 0 we may divide by ‖ψ‖ and find |E| ≥ c − 2. A solution with |E| < c − 2 must therefore vanish. Lean lets E be complex, though Hermiticity makes every eigenvalue real.

```lean
/-- If `|u(x)| ≥ c` on every site, a solution of `H ψ = E ψ` with `|E| < c - 2` vanishes. -/
theorem no_state_in_gap {Λ : Finset (ℤ × ℤ)} (u : Λ → ℝ) {c : ℝ} (hu : ∀ x, c ≤ |u x|)
    {E : ℂ} (hE : ‖E‖ < c - 2) {ψ : Λ × Fin 2 → ℂ} (hψ : qwz u *ᵥ ψ = E • ψ) : ψ = 0 := by
  by_contra hne
  have hpos : 0 < stateNorm ψ :=
    norm_pos_iff.mpr fun h => hne (congrArg WithLp.ofLp h)
  have hnorm : stateNorm (E • ψ) = ‖E‖ * stateNorm ψ :=
    norm_smul E (WithLp.toLp 2 ψ : EuclideanSpace ℂ (Λ × Fin 2))
  have h := qwz_norm_ge u hu ψ
  rw [hψ, hnorm] at h
  exact absurd h (not_le_of_gt (mul_lt_mul_of_pos_right hE hpos))

end QWZOpenBoundary
```

```lean
#print axioms QWZOpenBoundary.qwz_isHermitian
#print axioms QWZOpenBoundary.qwz_norm_ge
#print axioms QWZOpenBoundary.no_state_in_gap
```

```
'QWZOpenBoundary.qwz_isHermitian' depends on axioms: [propext, Classical.choice, Quot.sound]
'QWZOpenBoundary.qwz_norm_ge' depends on axioms: [propext, Classical.choice, Quot.sound]
'QWZOpenBoundary.no_state_in_gap' depends on axioms: [propext, Classical.choice, Quot.sound]
```

States bound to the edge at energies |E| ≥ c − 2 are not excluded. Applying the result to a material also requires that this two-orbital, nearest-neighbour Hamiltonian describe it near the gap, at the edge as well as in the bulk, which none of the hypotheses supplies. An additional scalar potential at the edge, for example, can bind states inside the window.

In a calculation on an irregular flake with masses drawn from the interval [2.5, 3.5], one can take c = 2.5. Every disorder realisation then has no eigenvalue with |E| < 0.5. A zero-energy response calculation solves Hφ = b for a given source vector b, and the bound gives ‖φ‖ ≤ 2‖b‖, independently of the number of sites and the shape of the edge.
